# A linear map between finite-dimensional complex spaces with rank equal to the smaller dimension

For any two finite-dimensional complex vector spaces `V` and `W`, such as the state spaces of two finite quantum systems, the lemma asserts that some linear map from `V` to `W` has rank equal to the smaller of the two dimensions. Only the linear structure is used: there is no inner product, and the map need not preserve norms. The proof chooses a basis of each space and compares the dimensions. If `V` has the smaller or equal dimension, its basis vectors are sent to distinct basis vectors of `W`; in the other case, the first basis vectors of `V` are sent onto the basis of `W` and any left over are sent to zero.

In Lean, a first try:

```lean
import Mathlib

open Module

namespace ExistsRankEqMin

variable {V W : Type*} [AddCommGroup V] [Module ℂ V] [AddCommGroup W] [Module ℂ W]

variable [FiniteDimensional ℂ V] [FiniteDimensional ℂ W]

/-- Between two finite-dimensional spaces there is a linear map whose rank is the smaller of the
two dimensions. -/
theorem exists_rank_eq_min (V W : Type*) [AddCommGroup V] [Module ℂ V] [AddCommGroup W]
    [Module ℂ W] [FiniteDimensional ℂ V] [FiniteDimensional ℂ W] :
    ∃ f : V →ₗ[ℂ] W, finrank ℂ (LinearMap.range f) = min (finrank ℂ V) (finrank ℂ W) := by
  let b := finBasis ℂ V
  let c := finBasis ℂ W
  rcases le_total (finrank ℂ V) (finrank ℂ W) with h | h
  · -- send the basis of `V` to distinct basis vectors of `W`
    refine ⟨b.constr ℂ (fun i => c (Fin.castLE h i)), ?_⟩
    have hli : LinearIndependent ℂ (fun i => c (Fin.castLE h i)) :=
      c.linearIndependent.comp _ (Fin.castLE_injective h)
    rw [Basis.constr_range, finrank_span_eq_card hli, Fintype.card_fin, min_eq_left h]
  · -- cover the basis of `W` and send the remaining vectors to zero
    refine ⟨b.constr ℂ (fun i => if hi : i.1 < finrank ℂ W then c ⟨i.1, hi⟩ else 0), ?_⟩
    rw [min_eq_right h, ← finrank_top ℂ W]
    congr 2
    rw [eq_top_iff, ← c.span_eq, Submodule.span_le]
    rintro _ ⟨j, rfl⟩
    refine ⟨b (Fin.castLE h j), ?_⟩
    rw [Basis.constr_basis]
    exact dif_pos j.2

end ExistsRankEqMin
```

Messages:

```
Main.lean:26:24: error: Tactic `rewrite` failed: motive is not type correct:
  fun _a => finrank ℂ ↥((b.constr ℂ) fun i => if hi : ↑i < _a then c ⟨↑i, hi⟩ else 0).range = _a
Error: Application type mismatch: The argument
  c
has type
  Basis (Fin (finrank ℂ W)) ℂ W
but is expected to have type
  Basis (Fin _a) ℂ W
in the application
  ⇑c

Explanation: The rewrite tactic rewrites an expression 'e' using an equality 'a = b' by the following process. First, it looks for all 'a' in 'e'. Second, it tries to abstract these occurrences of 'a' to create a function 'm := fun _a => ...', called the *motive*, with the property that 'm a' is definitionally equal to 'e'. Third, we observe that 'congrArg' implies that 'm a = m b', which can be used with lemmas such as 'Eq.mpr' to change the goal. However, if 'e' depends on specific properties of 'a', then the motive 'm' might not typecheck.

Possible solutions: use rewrite's 'occs' configuration option to limit which occurrences are rewritten, or use 'simp' or 'conv' mode, which have strategies for certain kinds of dependencies (these tactics can handle proofs and 'Decidable' instances whose types depend on the rewritten term, and 'simp' can apply user-defined '@[congr]' theorems as well).

case inr
V : Type u_3
W : Type u_4
inst✝⁵ : AddCommGroup V
inst✝⁴ : Module ℂ V
inst✝³ : AddCommGroup W
inst✝² : Module ℂ W
inst✝¹ : FiniteDimensional ℂ V
inst✝ : FiniteDimensional ℂ W
b : Basis (Fin (finrank ℂ V)) ℂ V := finBasis ℂ V
c : Basis (Fin (finrank ℂ W)) ℂ W := finBasis ℂ W
h : finrank ℂ W ≤ finrank ℂ V
⊢ finrank ℂ ↥((b.constr ℂ) fun i => if hi : ↑i < finrank ℂ W then c ⟨↑i, hi⟩ else 0).range = finrank ℂ W
```

The error arises in the second case, at the rewrite with `← finrank_top ℂ W`. The aim was to turn the dimension of `W` on the right of the goal into that of the subspace `⊤`, but `rw` abstracts every instance of `finrank ℂ W` it finds, including the one in the condition `i.1 < finrank ℂ W` inside the map. The index `⟨i.1, hi⟩` would then have to lie in `Fin _a`, while the basis `c` still takes indices in `Fin (finrank ℂ W)`. The abstracted goal is therefore ill-typed, which is what "motive is not type correct" means.

The repair proves `key` for an arbitrary subspace `S`: if `S = ⊤`, its dimension is that of `W`. There `finrank_top` is used forwards, in a goal that does not contain `c`. The rewrite with `min_eq_right h` is kept, and `refine key _ ?_` then applies the fact to the range of the map, leaving the goal that this range is `⊤`. That is what the remaining lines prove, so `congr 2` is no longer needed.

The repair, with which the file compiles:

```diff
@@ -24,6 +24,9 @@
   · -- cover the basis of `W` and send the remaining vectors to zero
     refine ⟨b.constr ℂ (fun i => if hi : i.1 < finrank ℂ W then c ⟨i.1, hi⟩ else 0), ?_⟩
-    rw [min_eq_right h, ← finrank_top ℂ W]
-    congr 2
+    have key : ∀ S : Submodule ℂ W, S = ⊤ → finrank ℂ S = finrank ℂ W := by
+      intro S hS
+      rw [hS, finrank_top]
+    rw [min_eq_right h]
+    refine key _ ?_
     rw [eq_top_iff, ← c.span_eq, Submodule.span_le]
     rintro _ ⟨j, rfl⟩
```
